# The canonical commutation relations fix the commutators of $L = x\times p$ and the form of $L^2$

To reduce the Schrödinger equation of one electron in a central potential to a radial equation, one splits the kinetic energy into a radial part and a centrifugal part, and replaces $L^2$ in the latter by $l(l+1)$. With $\hbar = 1$, the split rests on the operator identity

$$L^2 = x^2p^2 - (x\cdot p)^2 + \mathrm i\,x\cdot p .$$

On wave functions, $x\cdot p = -\mathrm i\,r\partial_r$. Solving for $p^2$ away from the origin then gives

$$p^2 = \frac{L^2}{r^2} - \partial_r^2 - \frac{2}{r}\,\partial_r .$$

The eigenvalues $l(l+1)$ are usually derived from the commutators $[L_k, L_{k+1}] = \mathrm i L_{k+2}$, with indices counted modulo 3, and the self-adjointness of the $L_k$; single-valued wave functions then leave only integer $l$. The identity for $L^2$ and these commutators are proved below for any operators that satisfy the canonical commutation relations; the radial form and the eigenvalues $l(l+1)$ are context and are not derived in Lean.

## Positions and momenta as elements of an algebra

The upright $\mathrm i$ is the imaginary unit, `I` in Lean; as subscripts, the italic $i, j, k, l$ label Cartesian axes. The operators belong to an associative complex algebra `A` with a unit, which need not be commutative. The axes form a type `ι`, and in three dimensions this is `Fin 3`, with elements 0, 1, 2.

```lean
import Mathlib

open Complex (I)

namespace OrbitalAngularMomentum

noncomputable section

variable {A : Type*} [Ring A] [Algebra ℂ A] {ι : Type*} [DecidableEq ι]
```

The Kronecker delta $\delta_{jk}$ is complex-valued, so that it can multiply operators.

```lean
/-- The Kronecker delta, as a complex number. -/
def delta (j k : ι) : ℂ := if j = k then 1 else 0
```

The hypothesis on $x$ and $p$ is

$$x_jx_k = x_kx_j,\qquad p_jp_k = p_kp_j,\qquad x_jp_k - p_kx_j = \mathrm i\,\delta_{jk}.$$

The last relation is the kinematic postulate of quantum mechanics for Cartesian coordinates: momentum generates translations.

```lean
/-- The canonical commutation relations in units with ħ = 1: positions commute, momenta commute,
and `[x_j, p_k] = i δ_jk`. -/
structure Canonical (x p : ι → A) : Prop where
  xx : ∀ j k, x j * x k = x k * x j
  pp : ∀ j k, p j * p k = p k * p j
  xp : ∀ j k, x j * p k - p k * x j = (I * delta j k) • (1 : A)
```

No Hilbert space, inner product or self-adjointness enters. For unbounded operators, the algebra can be read as the operators on a common domain that all the $x_j$ and $p_k$ map into itself. Matrices of nonzero finite size never satisfy the third relation with $j=k$, because a commutator has trace zero and $\mathrm i$ times the unit matrix does not. In a finite basis set, the identities can therefore acquire truncation errors.

The scalar product keeps its factors in order, $a\cdot b = \sum_j a_jb_j$. The order matters: in three dimensions $p\cdot x = x\cdot p - 3\mathrm i$.

```lean
/-- The scalar product `a · b` of two vectors of operators, in this order. -/
def dot [Fintype ι] (a b : ι → A) : A := ∑ j, a j * b j
```

In any dimension, the angular momentum in the plane of axes $j$ and $k$ is $M_{jk} = x_jp_k - x_kp_j$.

```lean
/-- The angular momentum `M_jk = x_j p_k - x_k p_j` in the plane of the axes `j` and `k`. -/
def rotation (x p : ι → A) (j k : ι) : A := x j * p k - x k * p j
```

In three dimensions the cross product is $L_k = M_{k+1,\,k+2}$, so $L_0 = M_{12}$, $L_1 = M_{20}$ and $L_2 = M_{01}$. If the Cartesian axes $x, y, z$ are numbered 0, 1, 2, then $L_z$ is $L_2$. An index 3 means 0 modulo 3, so the familiar relation $[L_1, L_2] = \mathrm i L_3$ reads $[L_1, L_2] = \mathrm i L_0$ here.

```lean
/-- The angular momentum `L = x × p` in three dimensions; the indices are counted modulo 3. -/
def angularMomentum (x p : Fin 3 → A) (k : Fin 3) : A := rotation x p (k + 1) (k + 2)
```

Two properties of the delta are needed, first $\delta_{jj}=1$:

```lean
theorem delta_self (j : ι) : delta j j = 1 := if_pos rfl
```

and then $\delta_{jk}=\delta_{kj}$:

```lean
theorem delta_comm (j k : ι) : delta j k = delta k j := by
  simp only [delta, eq_comm]
```

## Moving positions to the left of momenta

The third canonical relation gives $p_jx_k = x_kp_j - \mathrm i\,\delta_{kj}$. Inserted in the middle of a product of four operators, it yields

$$x_ip_j\,x_kp_l = x_i(x_kp_j - \mathrm i\,\delta_{kj})p_l = x_ix_k\,p_jp_l - \mathrm i\,\delta_{kj}\,x_ip_l .$$

```lean
/-- Normal ordering under the canonical commutation relations: moving `x_k` to the left past `p_j`
subtracts the term `i δ_kj x_i p_l`. -/
theorem Canonical.normal_order {x p : ι → A} (h : Canonical x p) (i j k l : ι) :
    x i * p j * (x k * p l) = x i * x k * (p j * p l) - (I * delta k j) • (x i * p l) := by
  have px : p j * x k = x k * p j - (I * delta k j) • (1 : A) := by
    rw [← h.xp k j]; abel
  calc x i * p j * (x k * p l) = x i * (p j * x k) * p l := by simp only [mul_assoc]
    _ = _ := by
      rw [px]
      simp only [mul_sub, sub_mul, mul_smul_comm, smul_mul_assoc, mul_one, mul_assoc]
```

The local statement `px` is the reordered relation, and the `calc` block carries out the insertion.

Now subtract the same expression with the pairs $(i,j)$ and $(k,l)$ exchanged. The quartic terms are equal, because positions commute and momenta commute, and they cancel:

$$[x_ip_j,\,x_kp_l] = \mathrm i\,\delta_{il}\,x_kp_j - \mathrm i\,\delta_{kj}\,x_ip_l .$$

```lean
/-- Under the canonical commutation relations, the commutator of two products `x_i p_j` and
`x_k p_l` is again a combination of such products. -/
theorem Canonical.bilinear_comm {x p : ι → A} (h : Canonical x p) (i j k l : ι) :
    x i * p j * (x k * p l) - x k * p l * (x i * p j)
      = (I * delta i l) • (x k * p j) - (I * delta k j) • (x i * p l) := by
  rw [h.normal_order i j k l, h.normal_order k l i j, h.xx k i, h.pp l j]
  module
```

The rewrites with `h.xx` and `h.pp` make the quartic terms identical. The tactic `module` then compares linear combinations with complex coefficients.

## Commutators of plane angular momenta

Since $M_{ij} = x_ip_j - x_jp_i$, the commutator $[M_{ij}, M_{kl}]$ consists of four commutators of the kind just computed:

$$[x_ip_j,x_kp_l] - [x_ip_j,x_lp_k] - [x_jp_i,x_kp_l] + [x_jp_i,x_lp_k].$$

They contribute, in this order,

$$\begin{aligned}
&\mathrm i\,\delta_{il}\,x_kp_j - \mathrm i\,\delta_{jk}\,x_ip_l,\\
&-\mathrm i\,\delta_{ik}\,x_lp_j + \mathrm i\,\delta_{jl}\,x_ip_k,\\
&-\mathrm i\,\delta_{jl}\,x_kp_i + \mathrm i\,\delta_{ik}\,x_jp_l,\\
&\mathrm i\,\delta_{jk}\,x_lp_i - \mathrm i\,\delta_{il}\,x_jp_k .
\end{aligned}$$

Each delta occurs twice, and its two terms combine into one plane angular momentum:

$$[M_{ij},M_{kl}] = \mathrm i\,(\delta_{il}M_{kj} + \delta_{jk}M_{li} + \delta_{ik}M_{jl} + \delta_{jl}M_{ik}).$$

```lean
/-- The rotation algebra in any dimension: if `x` and `p` satisfy the canonical commutation
relations, the commutator of two plane angular momenta is `i` times a sum of plane angular momenta,
one for each coincidence between an axis of the first plane and an axis of the second. -/
theorem Canonical.rotation_comm {x p : ι → A} (h : Canonical x p) (i j k l : ι) :
    rotation x p i j * rotation x p k l - rotation x p k l * rotation x p i j
      = I • (delta i l • rotation x p k j + delta j k • rotation x p l i
        + delta i k • rotation x p j l + delta j l • rotation x p i k) := by
  have expand : ∀ a b c d : A, (a - b) * (c - d) - (c - d) * (a - b)
      = (a * c - c * a) - (a * d - d * a) - (b * c - c * b) + (b * d - d * b) := by
    intro a b c d
    noncomm_ring
  simp only [rotation]
  rw [expand, h.bilinear_comm i j k l, h.bilinear_comm i j l k, h.bilinear_comm j i k l,
    h.bilinear_comm j i l k, delta_comm k j, delta_comm l j, delta_comm k i, delta_comm l i]
  module
```

Here `expand` is the splitting into four commutators, `bilinear_comm` evaluates each of them, and `module` collects the terms by delta.

For three dimensions, take $L_k = M_{k+1,k+2}$ and $L_{k+1} = M_{k+2,k}$. The two planes share only the axis $k+2$, so a single delta survives:

$$[L_k, L_{k+1}] = \mathrm i\,M_{k,k+1} = \mathrm i\,L_{k+2}.$$

```lean
/-- The angular momentum algebra: if `x` and `p` satisfy the canonical commutation relations, then
`[L_1, L_2] = i L_3`, with indices modulo 3, and its cyclic permutations hold. -/
theorem angularMomentum_comm {x p : Fin 3 → A} (h : Canonical x p) (k : Fin 3) :
    angularMomentum x p k * angularMomentum x p (k + 1)
      - angularMomentum x p (k + 1) * angularMomentum x p k
      = I • angularMomentum x p (k + 2) := by
  -- index arithmetic modulo 3
  have e : ∀ k : Fin 3, k + 1 + 1 = k + 2 ∧ k + 1 + 2 = k ∧ k + 2 + 1 = k ∧ k + 2 + 2 = k + 1 := by
    decide
  have n : ∀ k : Fin 3, k + 1 ≠ k ∧ k + 1 ≠ k + 2 ∧ k + 2 ≠ k := by decide
  obtain ⟨e1, e2, e3, e4⟩ := e k
  have d1 : delta (k + 1) k = 0 := if_neg (n k).1
  have d2 : delta (k + 1) (k + 2) = 0 := if_neg (n k).2.1
  have d3 : delta (k + 2) k = 0 := if_neg (n k).2.2
  simp only [angularMomentum, e1, e2, e3, e4]
  -- only the axis shared by the two planes contributes
  rw [h.rotation_comm, d1, d2, d3, delta_self]
  module
```

The theorem holds for every `k` in `Fin 3`, which covers all three cyclic relations. The facts `e` and `n` about indices modulo 3 are settled by checking all cases, and `d1`, `d2`, `d3` are the deltas that vanish.

## The squared angular momentum in $n$ dimensions

Expand the square of $M_{jk}$ and order each product:

$$M_{jk}^2 = x_j^2p_k^2 + x_k^2p_j^2 - 2x_jx_kp_jp_k - \mathrm i\,\delta_{jk}(x_jp_k + x_kp_j) + \mathrm i\,(x_jp_j + x_kp_k).$$

The goal contains $(x\cdot p)^2 = \sum_{jk} x_jp_j\,x_kp_k$, so rewrite the mixed term with $x_jx_kp_jp_k = x_jp_j\,x_kp_k + \mathrm i\,\delta_{jk}\,x_jp_k$. The square then splits as $M_{jk}^2 = T_{jk} + T_{kj}$, where

$$T_{jk} = x_j^2p_k^2 - x_jp_j\,x_kp_k - 2\mathrm i\,\delta_{jk}\,x_jp_k + \mathrm i\,x_jp_j .$$

Both halves have the same double sum. In $\sum_{jk}T_{jk}$, the delta term gives $-2\mathrm i\,x\cdot p$, and the last term, which does not depend on $k$, gives $n\,\mathrm i\,x\cdot p$. Hence

$$\tfrac12\sum_{jk}M_{jk}^2 = \sum_{jk}T_{jk} = x^2p^2 - (x\cdot p)^2 + (n-2)\,\mathrm i\,x\cdot p .$$

```lean
/-- The squared angular momentum in `n` dimensions, for `x` and `p` that satisfy the canonical
commutation relations: `½ ∑ M_jk² = x² p² - (x·p)² + (n - 2) i x·p`. -/
theorem Canonical.rotation_sq [Fintype ι] {x p : ι → A} (h : Canonical x p) :
    (1 / 2 : ℂ) • ∑ j, ∑ k, rotation x p j k * rotation x p j k
      = dot x x * dot p p - dot x p ^ 2 + (((Fintype.card ι : ℂ) - 2) * I) • dot x p := by
  obtain ⟨T, hT⟩ : ∃ T : ι → ι → A, ∀ j k, T j k = x j * x j * (p k * p k)
      - x j * p j * (x k * p k) - (2 * I * delta j k) • (x j * p k) + I • (x j * p j) :=
    ⟨_, fun _ _ => rfl⟩
  have expand : ∀ a b : A, (a - b) * (a - b) = a * a - a * b - b * a + b * b := by
    intro a b
    noncomm_ring
  -- each square splits into two mirror-image parts
  have sq : ∀ j k, rotation x p j k * rotation x p j k = T j k + T k j := by
    intro j k
    rw [hT, hT, rotation, expand, h.normal_order j k j k, h.normal_order j k k j,
      h.normal_order k j j k, h.normal_order k j k j, h.normal_order j j k k,
      h.normal_order k k j j, h.xx k j, h.pp k j, delta_comm k j, delta_self k, delta_self j]
    module
  have e1 : ∑ j, ∑ k, (2 * I * delta j k) • (x j * p k) = (2 * I) • ∑ j, x j * p j := by
    rw [Finset.smul_sum]
    refine Finset.sum_congr rfl fun j _ => ?_
    rw [Finset.sum_eq_single j]
    · rw [delta_self, mul_one]
    · intro k _ hk
      simp [delta, Ne.symm hk]
    · simp
  have e2 : ∑ j, ∑ _k : ι, I • (x j * p j) = ((Fintype.card ι : ℂ) * I) • ∑ j, x j * p j := by
    rw [Finset.smul_sum]
    refine Finset.sum_congr rfl fun j _ => ?_
    rw [Finset.sum_const, Finset.card_univ, ← Nat.cast_smul_eq_nsmul ℂ, smul_smul]
  have total : ∑ j, ∑ k, T j k
      = dot x x * dot p p - dot x p ^ 2 + (((Fintype.card ι : ℂ) - 2) * I) • dot x p := by
    simp only [hT, Finset.sum_add_distrib, Finset.sum_sub_distrib, dot, pow_two]
    rw [e1, e2, Finset.sum_mul_sum, Finset.sum_mul_sum]
    module
  have mirror : ∑ j, ∑ k, T k j = ∑ j, ∑ k, T j k := Finset.sum_comm
  simp only [sq, Finset.sum_add_distrib]
  rw [mirror, ← total]
  module
```

The dimension $n$ is `Fintype.card ι`. The splitting of the square is `sq`, the two special sums are `e1` and `e2`, and `total` assembles the sum of $T$. Exchanging the order of summation, in `mirror`, shows that the two halves agree. For $n=1$ there is no plane to rotate in, and both sides vanish.

## Three dimensions

For $n=3$ the double sum has nine terms. The three diagonal ones vanish, and $M_{kj} = -M_{jk}$ makes the other six equal in pairs. Half the sum is therefore

$$M_{12}^2 + M_{20}^2 + M_{01}^2 = L_0^2 + L_1^2 + L_2^2 = L^2,$$

and with $n-2=1$ the general formula becomes

$$L^2 = x^2p^2 - (x\cdot p)^2 + \mathrm i\,x\cdot p .$$

```lean
/-- The squared angular momentum in three dimensions, for `x` and `p` that satisfy the canonical
commutation relations: `L² = x² p² - (x·p)² + i x·p`. -/
theorem angularMomentum_sq {x p : Fin 3 → A} (h : Canonical x p) :
    dot (angularMomentum x p) (angularMomentum x p)
      = dot x x * dot p p - dot x p ^ 2 + I • dot x p := by
  have self : ∀ j, rotation x p j j = 0 := fun j => sub_self _
  have swap : ∀ j k, rotation x p k j = -rotation x p j k := fun j k => (neg_sub _ _).symm
  have l0 : angularMomentum x p 0 = rotation x p 1 2 := rfl
  have l1 : angularMomentum x p 1 = rotation x p 2 0 := rfl
  have l2 : angularMomentum x p 2 = rotation x p 0 1 := rfl
  -- each component of L is counted twice in the double sum
  have half : dot (angularMomentum x p) (angularMomentum x p)
      = (1 / 2 : ℂ) • ∑ j, ∑ k, rotation x p j k * rotation x p j k := by
    simp only [dot, Fin.sum_univ_three, l0, l1, l2, self, swap 1 2, swap 2 0, swap 0 1,
      neg_mul_neg, mul_zero]
    module
  have c : ((Fintype.card (Fin 3) : ℂ) - 2) * I = I := by
    rw [Fintype.card_fin]
    push_cast
    ring
  rw [half, h.rotation_sq, c]
```

In the statement, $L^2$ is `dot (angularMomentum x p) (angularMomentum x p)`. The counting argument is `half`, and `c` evaluates the coefficient.

## Polynomials as a concrete realisation

Let $x_j$ multiply a complex polynomial $f$ by the variable $X_j$, and let $p_k = -\mathrm i\,\partial_k$, where $\partial_k = \partial/\partial X_k$. The multiplications commute. The commutator of two partial derivatives is again a derivation, and it vanishes on every variable, hence on every polynomial. The product rule gives the mixed relation:

$$x_jp_kf - p_kx_jf = -\mathrm i\,X_j\partial_kf + \mathrm i\,\partial_k(X_jf) = \mathrm i\,\delta_{jk}f .$$

```lean
/-- On complex polynomials, multiplication by `X_j` and the operator `-i ∂/∂X_k` satisfy the
canonical commutation relations. -/
theorem canonical_witness :
    Canonical (A := Module.End ℂ (MvPolynomial ι ℂ))
      (fun j => LinearMap.mulLeft ℂ (MvPolynomial.X j))
      (fun k => (-I) • (MvPolynomial.pderiv (R := ℂ) k).toLinearMap) where
  xx j k := LinearMap.ext fun f => by
    change MvPolynomial.X j * (MvPolynomial.X k * f) = MvPolynomial.X k * (MvPolynomial.X j * f)
    ring
  pp j k := LinearMap.ext fun f => by
    -- partial derivatives commute, since their commutator kills every variable
    have hc : ⁅MvPolynomial.pderiv (R := ℂ) j, MvPolynomial.pderiv (R := ℂ) k⁆ = 0 :=
      MvPolynomial.derivation_ext fun i => by
        rw [Derivation.commutator_apply, MvPolynomial.pderiv_X, MvPolynomial.pderiv_X,
          Pi.single_apply, Pi.single_apply]
        split_ifs <;> simp
    have hf : MvPolynomial.pderiv j (MvPolynomial.pderiv k f)
        = MvPolynomial.pderiv k (MvPolynomial.pderiv j f) :=
      sub_eq_zero.mp (by rw [← Derivation.commutator_apply, hc]; rfl)
    change (-I) • MvPolynomial.pderiv j ((-I) • MvPolynomial.pderiv k f)
      = (-I) • MvPolynomial.pderiv k ((-I) • MvPolynomial.pderiv j f)
    have hs : ∀ (i : ι) (g : MvPolynomial ι ℂ),
        MvPolynomial.pderiv i ((-I) • g) = (-I) • MvPolynomial.pderiv i g :=
      fun i g => (MvPolynomial.pderiv (R := ℂ) i).toLinearMap.map_smul (-I) g
    rw [hs, hs, hf]
  xp j k := LinearMap.ext fun f => by
    change MvPolynomial.X j * ((-I) • MvPolynomial.pderiv k f)
      - (-I) • MvPolynomial.pderiv k (MvPolynomial.X j * f) = (I * delta j k) • f
    rcases eq_or_ne j k with rfl | hjk
    · rw [Derivation.leibniz, MvPolynomial.pderiv_X_self, delta_self]
      simp only [smul_eq_mul, mul_one, mul_smul_comm]
      module
    · have d : delta j k = 0 := if_neg hjk
      rw [Derivation.leibniz, MvPolynomial.pderiv_X_of_ne hjk, d]
      simp only [smul_eq_mul, mul_zero, add_zero, mul_smul_comm, zero_smul, sub_self]

end

end OrbitalAngularMomentum
```

```lean
#print axioms OrbitalAngularMomentum.Canonical.rotation_comm
#print axioms OrbitalAngularMomentum.angularMomentum_comm
#print axioms OrbitalAngularMomentum.angularMomentum_sq
```

```
'OrbitalAngularMomentum.Canonical.rotation_comm' depends on axioms: [propext, Classical.choice, Quot.sound]
'OrbitalAngularMomentum.angularMomentum_comm' depends on axioms: [propext, Classical.choice, Quot.sound]
'OrbitalAngularMomentum.angularMomentum_sq' depends on axioms: [propext, Classical.choice, Quot.sound]
```

The algebra here is `Module.End ℂ (MvPolynomial ι ℂ)`, the linear maps from polynomials to polynomials. The fields `xx`, `pp` and `xp` follow the three arguments above, and `xp` treats equal and different axes separately.

## $L^2$ acting on $X_0^2$

Take $f = X_0^2$ in three variables and write $r^2 = X_0^2+X_1^2+X_2^2$. This polynomial is not a normalisable wave function; it serves here to check the operator identity. The components of $L$ give

$$\begin{aligned}
L_0^2f &= 0,\\
L_1^2f &= 2X_0^2 - 2X_2^2,\\
L_2^2f &= 2X_0^2 - 2X_1^2,
\end{aligned}$$

so that $L^2f = 4X_0^2 - 2X_1^2 - 2X_2^2 = 6X_0^2 - 2r^2$.

For the right-hand side, $p^2f = -2$ and $x\cdot p\,f = -2\mathrm i f$. The three terms are

$$\begin{aligned}
x^2p^2f &= -2r^2,\\
-(x\cdot p)^2f &= 4X_0^2,\\
\mathrm i\,x\cdot p\,f &= 2X_0^2,
\end{aligned}$$

and their sum is again $6X_0^2 - 2r^2$. This equals $6\,(X_0^2 - r^2/3)$: the $d$-type part of $X_0^2$ is multiplied by $l(l+1)=6$, and the $s$-type part $r^2/3$ is removed.
